# Quadratic growth of the p weight with small displacement in a two-level p–d mixing model

Q: Before any theorem, I want the conventions. Which orbital is which, and what is \(x\)?

A: The basis is ordered (d, p), and the matrix is

\[
H(x)=\begin{pmatrix}0 & gx\\ gx & D\end{pmatrix}.
\]

Both orbitals are normalized and centred on the same atom, which sits at an inversion centre when \(x=0\). The d level sits at energy 0 and the p level at \(D\). The real number \(x\) is a displacement that breaks this inversion symmetry, and \(g\) is the coupling per unit displacement. Lean counts from zero, so a state has a d component \(v_0\) and a p component \(v_1\), written `v 0` and `v 1`. The p weight is \(v_1^2\).

```lean
import Mathlib

open Matrix Filter Topology

namespace PreEdgeMixing

noncomputable section

/-- The p–d mixing matrix in the basis (d, p): the d level lies at energy 0, the p level at `D`, and
a displacement `x` couples them with strength `g * x`. -/
def mixing (g D x : ℝ) : Matrix (Fin 2) (Fin 2) ℝ := !![0, g * x; g * x, D]
```

Q: And the constants \(D\) and \(g\) are simply given?

A: Yes. \(D>0\) says that the p level lies above the d level. The constant \(g\) stands for the slope of the p–d matrix element of the potential along the displacement. At an inversion centre that element vanishes by parity, so its expansion has no constant term. The model keeps only the linear term and holds \(D\) fixed as \(x\) changes.

Q: My first suspicion is that "lower state" has been defined by the formula you then claim to derive.

A: It hasn't. An energy is a real number \(E\) for which some nonzero real vector satisfies \(Hw=Ew\). A lower state is a vector with \(v\cdot v=1\) that satisfies the eigenvalue equation for the least such energy. Neither definition contains a square root or a weight.

```lean
/-- The energies of a real two-level matrix: its real eigenvalues. -/
def energies (H : Matrix (Fin 2) (Fin 2) ℝ) : Set ℝ :=
  {E | ∃ w : Fin 2 → ℝ, w ≠ 0 ∧ H *ᵥ w = E • w}

/-- A lower state is a normalized eigenvector belonging to the least energy. -/
def IsLowerState (H : Matrix (Fin 2) (Fin 2) ℝ) (v : Fin 2 → ℝ) : Prop :=
  v ⬝ᵥ v = 1 ∧ ∃ E, IsLeast (energies H) E ∧ H *ᵥ v = E • v
```

Q: Then do the calculation by hand first, so that I know what to look for.

A: In components, \(Hv=Ev\) reads

\[
gx\,v_1=E\,v_0,\qquad gx\,v_0+D\,v_1=E\,v_1 .
\]

The second equation gives \((E-D)v_1=gx\,v_0\). Multiply the first by \(E-D\) and insert this, and you get \([E(E-D)-(gx)^2]\,v_0=0\). Multiply the second by \(E\) and insert the first, and you get the same bracket times \(v_1\). Since \(v\neq 0\), the bracket vanishes:

\[
E(E-D)=(gx)^2,\qquad E=\frac{D\pm G}{2},\qquad G=\sqrt{D^2+4g^2x^2}.
\]

The lower energy is \((D-G)/2\). With it, the p equation becomes \(gx\,v_0=-\tfrac12(D+G)\,v_1\). Square it and use \(v_0^2=1-v_1^2\):

\[
(gx)^2=v_1^2\left[(gx)^2+\tfrac14(D+G)^2\right].
\]

Because \(4(gx)^2=G^2-D^2\), the bracket equals \(\tfrac12G(G+D)\), so

\[
v_1^2\,G(G+D)=2(gx)^2 .
\]

The right side is also \(\tfrac12(G-D)(G+D)\). Cancelling \(G+D>0\) and dividing by \(G\) gives

\[
v_1^2=\frac12\left(1-\frac DG\right).
\]

For \(g\neq0\), the product form shows that the weight is zero exactly when \(x=0\). For \(x\neq0\) it also gives

\[
\frac{v_1^2}{x^2}=\frac{2g^2}{G(G+D)}\longrightarrow\frac{2g^2}{D\cdot 2D}=\frac{g^2}{D^2}\qquad(x\to0).
\]

In Lean, \(G\) is `gap`; it is indeed the separation of the two eigenvalues. The first two lemmas record its square and its positivity, and `eigen_iff` is the pair of component equations.

```lean
/-- The square root `√(D² + 4g²x²)`. -/
def gap (g D x : ℝ) : ℝ := √(D ^ 2 + 4 * g ^ 2 * x ^ 2)

lemma gap_sq (g D x : ℝ) : gap g D x ^ 2 = D ^ 2 + 4 * g ^ 2 * x ^ 2 :=
  Real.sq_sqrt (by positivity)

lemma gap_pos {D : ℝ} (hD : 0 < D) (g x : ℝ) : 0 < gap g D x :=
  Real.sqrt_pos.2 (by positivity)

/-- The eigenvalue equation of the mixing matrix, written in its d and p components. -/
lemma eigen_iff (g D x E : ℝ) (v : Fin 2 → ℝ) :
    mixing g D x *ᵥ v = E • v ↔
      g * x * v 1 = E * v 0 ∧ g * x * v 0 + D * v 1 = E * v 1 := by
  rw [funext_iff, Fin.forall_fin_two]
  simp [mixing, Matrix.mulVec, dotProduct, Fin.sum_univ_two]
```

Q: You said "the lower energy" because you saw a minus sign. Where is it shown that nothing lies below?

A: In `isLeast_energy`, which has two halves. The first shows that \((D-G)/2\) is an energy, using the vector \((G+D,\,-2gx)\). That vector is not normalized; after division by its length it is

\[
\left(\sqrt{\frac{G+D}{2G}},\ \frac{-2gx}{\sqrt{2G(G+D)}}\right),
\]

which is \((1,0)\), pure d, at \(x=0\).

The second half takes any energy \(E\) and derives the secular equation `hsec` as above: if the bracket were nonzero, both components would vanish. Suppose now that \(E<(D-G)/2\). Then \(D-2E-G\) and \(D-2E+G\) are both positive. Their product is \((D-2E)^2-G^2=4[E(E-D)-(gx)^2]\), which is zero, a contradiction. The final `nlinarith` does this step.

```lean
/-- For `D > 0` the least energy of the mixing matrix is `(D - √(D² + 4g²x²)) / 2`. -/
theorem isLeast_energy {D : ℝ} (hD : 0 < D) (g x : ℝ) :
    IsLeast (energies (mixing g D x)) ((D - gap g D x) / 2) := by
  have hG := gap_sq g D x
  have hp := gap_pos hD g x
  constructor
  · -- an explicit eigenvector
    refine ⟨![gap g D x + D, -(2 * (g * x))], ?_, (eigen_iff _ _ _ _ _).2 ⟨?_, ?_⟩⟩
    · intro h
      have h0 : gap g D x + D = 0 := congrFun h 0
      linarith
    · change g * x * (-(2 * (g * x))) = (D - gap g D x) / 2 * (gap g D x + D)
      linear_combination hG / 2
    · change g * x * (gap g D x + D) + D * (-(2 * (g * x)))
        = (D - gap g D x) / 2 * (-(2 * (g * x)))
      ring
  · rintro E ⟨w, hw, hE⟩
    obtain ⟨ha, hb⟩ := (eigen_iff _ _ _ _ _).1 hE
    -- the secular equation
    have hsec : E * (E - D) - (g * x) ^ 2 = 0 := by
      by_contra hne
      have h0 : w 0 = 0 := (mul_eq_zero.1 (show (E * (E - D) - (g * x) ^ 2) * w 0 = 0 by
        linear_combination -(E - D) * ha - g * x * hb)).resolve_left hne
      have h1 : w 1 = 0 := (mul_eq_zero.1 (show (E * (E - D) - (g * x) ^ 2) * w 1 = 0 by
        linear_combination -(g * x) * ha - E * hb)).resolve_left hne
      exact hw (funext (Fin.forall_fin_two.2 ⟨h0, h1⟩))
    by_contra hlt
    have h1 : 0 < D - 2 * E - gap g D x := by linarith [not_le.1 hlt]
    have h2 : 0 < D - 2 * E + gap g D x := by linarith
    nlinarith [mul_pos h1 h2]
```

Q: A statement about all lower states is worthless if there are none.

A: `exists_lowerState` supplies one for every \(x\) and every \(g\), including \(g=0\). It takes an eigenvector of the least energy and divides it by its length.

```lean
/-- For `D > 0` the mixing matrix has a lower state at every displacement. -/
theorem exists_lowerState {D : ℝ} (hD : 0 < D) (g x : ℝ) :
    ∃ v, IsLowerState (mixing g D x) v := by
  have hl := isLeast_energy hD g x
  obtain ⟨w, hw, hE⟩ := hl.1
  have hN : 0 < w 0 ^ 2 + w 1 ^ 2 := by
    by_contra h
    have h' := not_lt.1 h
    have h0 : w 0 = 0 := (pow_eq_zero_iff two_ne_zero).1
      (by linarith [sq_nonneg (w 0), sq_nonneg (w 1)])
    have h1 : w 1 = 0 := (pow_eq_zero_iff two_ne_zero).1
      (by linarith [sq_nonneg (w 0), sq_nonneg (w 1)])
    exact hw (funext (Fin.forall_fin_two.2 ⟨h0, h1⟩))
  -- normalize the eigenvector
  obtain ⟨c, hc⟩ : ∃ c : ℝ, c ^ 2 * (w 0 ^ 2 + w 1 ^ 2) = 1 :=
    ⟨(√(w 0 ^ 2 + w 1 ^ 2))⁻¹, by
      rw [inv_pow, Real.sq_sqrt hN.le, inv_mul_cancel₀ hN.ne']⟩
  refine ⟨c • w, ?_, _, hl, ?_⟩
  · simp only [dotProduct, Fin.sum_univ_two, Pi.smul_apply, smul_eq_mul]
    linear_combination hc
  · rw [Matrix.mulVec_smul, hE, smul_comm]
```

Q: And the weight itself?

A: `pWeight_mul` is the identity \(v_1^2\,G(G+D)=2(gx)^2\). A least element is unique, so the energy in the definition must be \((D-G)/2\). The proof then squares the p equation (`hsq`) and combines it with normalization and the formula for \(G^2\); `linear_combination` checks that algebra. Nothing is divided by \(x\), so the identity covers \(x=0\) too. The next lemma cancels \(G+D\) and leaves \(v_1^2\,G=(G-D)/2\).

```lean
/-- For `D > 0` the p weight of a lower state, times `gap * (gap + D)`, is `2 (g x)²`. -/
theorem pWeight_mul {g D x : ℝ} (hD : 0 < D) {v : Fin 2 → ℝ}
    (hv : IsLowerState (mixing g D x) v) :
    v 1 ^ 2 * (gap g D x * (gap g D x + D)) = 2 * (g * x) ^ 2 := by
  obtain ⟨hn, E, hE, hev⟩ := hv
  have hn' : v 0 * v 0 + v 1 * v 1 = 1 := by
    simpa [dotProduct, Fin.sum_univ_two] using hn
  rw [hE.unique (isLeast_energy hD g x)] at hev
  have hb := ((eigen_iff _ _ _ _ _).1 hev).2
  -- the p component equation, squared
  have hsq : (g * x) ^ 2 * v 0 ^ 2 = (D + gap g D x) ^ 2 / 4 * v 1 ^ 2 := by
    linear_combination (g * x * v 0 - (D + gap g D x) / 2 * v 1) * hb
  linear_combination -2 * hsq + 2 * (g * x) ^ 2 * hn' + v 1 ^ 2 / 2 * gap_sq g D x

lemma pWeight_mul_gap {g D x : ℝ} (hD : 0 < D) {v : Fin 2 → ℝ}
    (hv : IsLowerState (mixing g D x) v) :
    v 1 ^ 2 * gap g D x = (gap g D x - D) / 2 := by
  have hp := gap_pos hD g x
  have hne : gap g D x + D ≠ 0 := by positivity
  exact mul_right_cancel₀ hne (by linear_combination pWeight_mul hD hv - gap_sq g D x / 2)
```

Q: An eigenvector has an arbitrary sign. If somebody's diagonalizer flips it from one displacement to the next, does your limit survive?

A: It does. The main theorem takes a function `v` that assigns a vector to each displacement and assumes only that each `v x` is a lower state. It asks for no continuity and no sign convention. Under \(D>0\) and \(g\neq0\) it states three things:

- for every \(x\), the p weight is \(\tfrac12\bigl(1-D/\sqrt{D^2+4g^2x^2}\bigr)\);
- the p weight is zero if and only if \(x=0\);
- the p weight divided by \(x^2\) tends to \(g^2/D^2\) as \(x\) tends to 0 through nonzero values, which is what `𝓝[≠] 0` means.

The proof gets the closed form from `pWeight_mul_gap` and the zero set from `pWeight_mul`. The assumption \(g\neq0\) is used only to conclude \(x=0\) from zero weight. For the limit, `hc` shows that \(2g^2/(G(G+D))\) is continuous at 0, `h0` evaluates it there, and the last lines identify it with the ratio wherever \(x\neq0\). The vectors may jump, but the function that carries the limit does not.

```lean
/-- The quadratic law for the p weight. For `D > 0`, `g ≠ 0` and any choice of lower states `v x`,
the p weight is `(1 - D / √(D² + 4g²x²)) / 2`; it vanishes exactly at `x = 0`, and divided by `x²`
it tends to `g² / D²` as `x` tends to 0. -/
theorem preEdge_quadratic_law {g D : ℝ} (hD : 0 < D) (hg : g ≠ 0) (v : ℝ → Fin 2 → ℝ)
    (hv : ∀ x, IsLowerState (mixing g D x) (v x)) :
    (∀ x, v x 1 ^ 2 = (1 - D / √(D ^ 2 + 4 * g ^ 2 * x ^ 2)) / 2) ∧
    (∀ x, v x 1 ^ 2 = 0 ↔ x = 0) ∧
    Tendsto (fun x => v x 1 ^ 2 / x ^ 2) (𝓝[≠] 0) (𝓝 (g ^ 2 / D ^ 2)) := by
  have hpos : ∀ x, 0 < gap g D x * (gap g D x + D) := fun x =>
    mul_pos (gap_pos hD g x) (add_pos (gap_pos hD g x) hD)
  refine ⟨fun x => ?_, fun x => ⟨fun h => ?_, fun h => ?_⟩, ?_⟩
  · change v x 1 ^ 2 = (1 - D / gap g D x) / 2
    have h : D / gap g D x = 1 - 2 * v x 1 ^ 2 := by
      rw [div_eq_iff (gap_pos hD g x).ne']
      linear_combination 2 * pWeight_mul_gap hD (hv x)
    rw [h]
    ring
  · have h1 := pWeight_mul hD (hv x)
    rw [h, zero_mul] at h1
    have h2 : g * x = 0 := (pow_eq_zero_iff two_ne_zero).1 (by linarith)
    exact (mul_eq_zero.1 h2).resolve_left hg
  · have h1 : v x 1 ^ 2 * (gap g D x * (gap g D x + D)) = 0 := by
      rw [pWeight_mul hD (hv x), h]
      ring
    exact (mul_eq_zero.1 h1).resolve_right (hpos x).ne'
  · -- away from 0 the ratio is a function continuous at 0
    have hc : ContinuousAt (fun x => 2 * g ^ 2 / (gap g D x * (gap g D x + D))) 0 :=
      ContinuousAt.div continuousAt_const (by unfold gap; fun_prop) (hpos 0).ne'
    have ht : Tendsto (fun x => 2 * g ^ 2 / (gap g D x * (gap g D x + D))) (𝓝[≠] 0)
        (𝓝 (2 * g ^ 2 / (gap g D 0 * (gap g D 0 + D)))) :=
      hc.tendsto.mono_left nhdsWithin_le_nhds
    have hg0 : gap g D 0 = D := by simp [gap, Real.sqrt_sq hD.le]
    have h0 : 2 * g ^ 2 / (gap g D 0 * (gap g D 0 + D)) = g ^ 2 / D ^ 2 := by
      rw [hg0, div_eq_div_iff (by positivity) (by positivity)]
      ring
    rw [h0] at ht
    refine ht.congr' ?_
    filter_upwards [self_mem_nhdsWithin] with x hx
    have hx' : x ≠ 0 := hx
    rw [div_eq_div_iff (hpos x).ne' (pow_ne_zero 2 hx')]
    linear_combination -pWeight_mul hD (hv x)
```

Q: A limit tells me nothing about a displacement of definite size. How far can I trust \((gx/D)^2\)?

A: Put \(r=gx/D\). The last theorem says that for every displacement

\[
r^2-3r^4\le v_1^2\le r^2 .
\]

The quadratic law never underestimates the weight, and it overestimates it by at most \(3r^4\). At \(r=0.1\) the law gives 0.01, and the weight lies between 0.0097 and 0.01. Once \(r^2\) exceeds \(1/3\), the lower bound is negative and says nothing useful.

By hand, set \(s=G/D\). Then \(s\ge1\), \(r^2=(s^2-1)/4\) and \(v_1^2\,s=(s-1)/2\). Direct expansion gives

\[
s\,(r^2-v_1^2)=\tfrac14(s-1)^2(s+2),
\]
\[
s\,(v_1^2-r^2+3r^4)=\tfrac1{16}(s-1)^3(3s^2+9s+8).
\]

Both right sides are nonnegative and \(s>0\), so both inequalities follow. The two equations named `key` are these factorizations, with \(r\) already replaced by \(s\).

```lean
/-- For `D > 0` and every displacement, the quadratic law `(g x / D)²` bounds the p weight of a
lower state from above, and exceeds it by at most `3 (g x / D)⁴`. -/
theorem pWeight_bounds {g D x : ℝ} (hD : 0 < D) {v : Fin 2 → ℝ}
    (hv : IsLowerState (mixing g D x) v) :
    (g * x / D) ^ 2 - 3 * (g * x / D) ^ 4 ≤ v 1 ^ 2 ∧ v 1 ^ 2 ≤ (g * x / D) ^ 2 := by
  have hG := gap_sq g D x
  have hp := gap_pos hD g x
  have hw := pWeight_mul_gap hD hv
  have hr : g * x / D * D = g * x := div_mul_cancel₀ _ hD.ne'
  generalize g * x / D = r at hr ⊢
  -- measure the gap in units of D
  obtain ⟨s, hs⟩ : ∃ s, gap g D x = s * D :=
    ⟨gap g D x / D, (div_mul_cancel₀ _ hD.ne').symm⟩
  have hs2 : s ^ 2 = 1 + 4 * r ^ 2 := mul_right_cancel₀ (pow_ne_zero 2 hD.ne') (by
    linear_combination hG - (gap g D x + s * D) * hs - 4 * (r * D + g * x) * hr)
  have hws : v 1 ^ 2 * s = (s - 1) / 2 := mul_right_cancel₀ hD.ne' (by
    linear_combination hw - (v 1 ^ 2 - 1 / 2) * hs)
  have hs0 : 0 < s := by
    rw [hs] at hp
    exact pos_of_mul_pos_left hp hD.le
  have hs1 : 0 ≤ s - 1 := by nlinarith [sq_nonneg r]
  have hr2 : r ^ 2 = (s ^ 2 - 1) / 4 := by linarith
  have hr4 : r ^ 4 = ((s ^ 2 - 1) / 4) ^ 2 := by rw [← hr2]; ring
  rw [hr4, hr2]
  constructor
  · have key : s * (v 1 ^ 2 - ((s ^ 2 - 1) / 4 - 3 * ((s ^ 2 - 1) / 4) ^ 2))
        = (s - 1) ^ 3 * (3 * s ^ 2 + 9 * s + 8) / 16 := by linear_combination hws
    have h : 0 ≤ s * (v 1 ^ 2 - ((s ^ 2 - 1) / 4 - 3 * ((s ^ 2 - 1) / 4) ^ 2)) := by
      rw [key]; positivity
    exact sub_nonneg.1 ((mul_nonneg_iff_of_pos_left hs0).1 h)
  · have key : s * ((s ^ 2 - 1) / 4 - v 1 ^ 2) = (s - 1) ^ 2 * (s + 2) / 4 := by
      linear_combination -hws
    have h : 0 ≤ s * ((s ^ 2 - 1) / 4 - v 1 ^ 2) := by rw [key]; positivity
    exact sub_nonneg.1 ((mul_nonneg_iff_of_pos_left hs0).1 h)

end

end PreEdgeMixing
```

```lean
#print axioms PreEdgeMixing.exists_lowerState
-- 'PreEdgeMixing.exists_lowerState' depends on axioms: [propext, Classical.choice, Quot.sound]
#print axioms PreEdgeMixing.preEdge_quadratic_law
-- 'PreEdgeMixing.preEdge_quadratic_law' depends on axioms: [propext, Classical.choice, Quot.sound]
#print axioms PreEdgeMixing.pWeight_bounds
-- 'PreEdgeMixing.pWeight_bounds' depends on axioms: [propext, Classical.choice, Quot.sound]
```

Q: I measure absorption, not squared components. What has this to do with my pre-edge?

A: The pre-edge of a transition metal is the weak 1s→3d feature below its main K edge. With the metal atom at an inversion centre, this transition is dipole-forbidden. In a two-level model with one static displacement, the p weight describes how the transition borrows dipole intensity once the displacement has removed that centre. If the dipole amplitude to the d orbital is zero and the amplitude to the p orbital is fixed, the squared dipole amplitude to the lower state is proportional to \(v_1^2\), and so is the dipole intensity if the small shift of the transition energy with \(x\) is neglected.

That proportionality is a physical reading, since the file contains no core orbital and no transition operator. The model also leaves out quadrupole intensity, further orbitals, electron–electron interaction and any average over vibrational motion.

Q: I would have defined the lower state by the variational principle. Would that have changed anything?

A: You would call \(v\) a lower state if it minimizes \(v\cdot Hv\) among normalized real vectors. For this symmetric matrix that selects the same vectors, so the weight and the limit would be unchanged.

The work would move, though. The eigenvalue equation, which is now part of the definition, would have to be derived from minimality before the component equations could be used. The two definitions do part company for a matrix that is not symmetric, because \(v\cdot Hv\) sees only its symmetric part.
